# The binary hull energy is linear between adjacent hull phases

## Phases, mixtures and the hull energy

Consider a finite collection of binary phases. Phase \(i\) has a fixed composition \(x_i\), the atomic fraction of one component, and an energy \(E_i\) per atom. A mixture of overall composition \(c\) is a set of phase fractions \(w_i\), counted by atoms, with

\[
w_i\ge 0,\qquad \sum_i w_i=1,\qquad \sum_i w_i x_i=c .
\]

Its energy is \(e(w)=\sum_i w_iE_i\). This linear rule stands for bulk phases side by side, with no interfacial or elastic energy. The hull energy \(H(c)\) is the infimum of \(e(w)\) over all mixtures of composition \(c\). Phase \(k\) is on the hull when \(H(x_k)=E_k\), so a phase lying on a straight stretch of the hull counts as well as one at a corner.

For two phases \(a\) and \(b\) with \(x_a<x_b\), the tie line is

\[
L(c)=E_a+s\,(c-x_a),\qquad s=\frac{E_b-E_a}{x_b-x_a},
\]

which satisfies \(L(x_a)=E_a\) and \(L(x_b)=E_b\).

**Claim.** If \(a\) and \(b\) are on the hull and no hull phase has composition strictly between \(x_a\) and \(x_b\), then \(H(c)=L(c)\) for every \(c\in[x_a,x_b]\).

In electronic-structure work on a finite list of binary phases with linearly mixing energies, this means that the hull energy at a candidate's composition can be read from two adjacent hull phases whose closed composition interval contains it. If the candidate is itself a hull phase in the list, it is an endpoint of such an interval.

## Bounding the hull by the chord from both sides

**The hull is at most the chord.** Let \(x_i<x_j\) and \(x_i\le c\le x_j\). The lever rule gives the fractions

\[
w_i=\frac{x_j-c}{x_j-x_i},\qquad w_j=\frac{c-x_i}{x_j-x_i}.
\]

They are nonnegative, add up to one and have mean composition \(c\). For \(i=a\), \(j=b\) the energy is

\[
\frac{(x_b-c)E_a+(c-x_a)E_b}{x_b-x_a}=E_a+\frac{E_b-E_a}{x_b-x_a}(c-x_a)=L(c),
\]

so \(H(c)\le L(c)\).

**A line below all phases is below all mixtures.** If \(\alpha+\mu x_i\le E_i\) for every \(i\), then

\[
\alpha+\mu c=\sum_i w_i(\alpha+\mu x_i)\le\sum_i w_iE_i=e(w).
\]

Hence \(\alpha+\mu c\le H(c)\) wherever mixtures exist. If such a line also touches phase \(k\), then \(E_k\le H(x_k)\). The pure phase is itself a mixture, so \(H(x_k)\le E_k\), and \(k\) is on the hull.

**No phase lies below the chord.** Let \(d_i=E_i-L(x_i)\), and let \(k\) be a phase with the smallest \(d_k\). Suppose \(d_k<0\). Because \(L\) is a straight line, a mixture's energy relative to \(L\) is the weighted mean of the \(d_i\), and \(d_a=d_b=0\). There are three cases.

- If \(x_k\le x_a\), mix \(k\) with \(b\) to reach composition \(x_a\). The energy is
 \[
 E_a+\frac{x_b-x_a}{x_b-x_k}\,d_k<E_a,
 \]
 which contradicts \(H(x_a)=E_a\).
- If \(x_k\ge x_b\), mix \(a\) with \(k\) to reach composition \(x_b\). The energy is
 \[
 E_b+\frac{x_b-x_a}{x_k-x_a}\,d_k<E_b,
 \]
 which contradicts \(H(x_b)=E_b\).
- If \(x_a<x_k<x_b\), the parallel line \(L+d_k\) lies below all phases and touches \(k\). So \(k\) is a hull phase strictly between \(a\) and \(b\), which was excluded.

Therefore every \(d_i\ge0\). The line \(L\) lies below all phases, hence below all mixtures, and \(H(c)\ge L(c)\). The two bounds give the claim.

**A sharp criterion.** The last case needs only that every hull phase strictly between \(a\) and \(b\) lies on \(L\), since then \(d_k=0\), again a contradiction. Conversely, if \(H=L\) on the interval, any hull phase \(k\) there has \(E_k=H(x_k)=L(x_k)\). So this weaker condition is equivalent to \(H=L\) on \([x_a,x_b]\).

**Which phases are present.** Let \(a\) and \(b\) be adjacent as in the claim, let \(c\in[x_a,x_b]\), and let \(w\) be a mixture of composition \(c\) with \(e(w)=H(c)\). Then

\[
\sum_i w_id_i=e(w)-L(c)=0 .
\]

Every term is nonnegative, so \(w_i>0\) forces \(d_i=0\). Such a phase touches the supporting line \(L\), is therefore on the hull, and cannot lie strictly between \(a\) and \(b\). It may lie outside the interval, if a further phase happens to be collinear with \(a\) and \(b\).

## The composition-energy diagram in Lean

```lean
import Mathlib

open Finset

namespace BinaryHullTieLine

noncomputable section
```

The phases are labelled by a type `ι`, and `x` and `E` assign a real composition and a real energy to each label. Compositions are not confined to \([0,1]\), and different phases may share one.

```lean
/-- Slope of the chord joining phases `a` and `b` in the composition-energy diagram, when `x a ≠ x
b`. -/
def tieSlope {ι : Type*} (x E : ι → ℝ) (a b : ι) : ℝ := (E b - E a) / (x b - x a)
```

The number `tieSlope x E a b` is \(s\), and `tieLine x E a b c` is \(L(c)\), defined for all real \(c\) and not only on the interval.

```lean
/-- Energy at composition `c` on the straight line through phases `a` and `b`, when `x a ≠ x b`. -/
def tieLine {ι : Type*} (x E : ι → ℝ) (a b : ι) (c : ℝ) : ℝ :=
  E a + tieSlope x E a b * (c - x a)
```

From here on `ι` is finite. The three fields of `IsMixture` are the three conditions on the phase fractions.

```lean
variable {ι : Type*} [Fintype ι]

/-- The phase fractions `w` form a mixture of overall composition `c`. -/
structure IsMixture (x : ι → ℝ) (c : ℝ) (w : ι → ℝ) : Prop where
  nonneg : ∀ i, 0 ≤ w i
  total : ∑ i, w i = 1
  mean : ∑ i, w i * x i = c
```

The energy \(e(w)\) contains no mixing term beyond the weighted sum.

```lean
/-- Energy of a mixture with phase fractions `w`. -/
def mixEnergy (E w : ι → ℝ) : ℝ := ∑ i, w i * E i
```

The hull energy is the infimum of a set of real numbers. At a composition that no mixture reaches, that set is empty and Lean returns the meaningless value 0; the theorems below evaluate the hull only where mixtures exist.

```lean
/-- Hull energy: the infimum of the energies of all mixtures of composition `c`. -/
def hullEnergy (x E : ι → ℝ) (c : ℝ) : ℝ :=
  sInf {e | ∃ w, IsMixture x c w ∧ mixEnergy E w = e}
```

Being on the hull is a property of a phase's energy, with no reference to corners or facets.

```lean
/-- A phase is on the hull when its energy is the hull energy at its composition. -/
def OnHull (x E : ι → ℝ) (k : ι) : Prop := hullEnergy x E (x k) = E k
```

These definitions describe phases of fixed composition. A solution phase with a continuous composition range is not covered, nor are systems with three or more components. The energies may equally be read as Gibbs free energies per atom at one fixed temperature and pressure.

## Supporting lines and the lever rule

The first lemma is the bound by a line with intercept `α` and slope `μ`. The identity `h1` splits the weighted sum, the mixture conditions reduce it to \(\alpha+\mu c\), and the inequality is then taken term by term.

```lean
/-- A straight line lying below all phases lies below all their mixtures. -/
theorem line_le_mixEnergy {x E w : ι → ℝ} {c : ℝ} (α μ : ℝ) (hw : IsMixture x c w)
    (h : ∀ i, α + μ * x i ≤ E i) : α + μ * c ≤ mixEnergy E w := by
  have h1 : ∑ i, w i * (α + μ * x i) = α * ∑ i, w i + μ * ∑ i, w i * x i := by
    rw [Finset.mul_sum, Finset.mul_sum, ← Finset.sum_add_distrib]
    exact Finset.sum_congr rfl fun i _ => by ring
  rw [hw.total, hw.mean, mul_one] at h1
  rw [← h1]
  exact Finset.sum_le_sum fun i _ => mul_le_mul_of_nonneg_left (h i) (hw.nonneg i)
```

To use the infimum as a lower bound on each mixture energy, one must know that the set is bounded below. The horizontal line at \(-\sum_i|E_i|\) lies below all phases, and the previous lemma carries this over to mixtures.

```lean
/-- The hull energy is at most the energy of any mixture of the same composition. -/
theorem hullEnergy_le_mixEnergy {x E w : ι → ℝ} {c : ℝ} (hw : IsMixture x c w) :
    hullEnergy x E c ≤ mixEnergy E w := by
  refine csInf_le ⟨-∑ i, |E i|, ?_⟩ ⟨w, hw, rfl⟩
  rintro _ ⟨v, hv, rfl⟩
  have h := line_le_mixEnergy (E := E) (-∑ i, |E i|) 0 hv (fun i => by
    have h1 : |E i| ≤ ∑ j, |E j| :=
      Finset.single_le_sum (f := fun j => |E j|) (fun j _ => abs_nonneg _) (Finset.mem_univ i)
    have h2 := neg_abs_le (E i)
    linarith)
  linarith
```

The lever rule is stated for the energy alone, with the denominator cleared: the energy is multiplied by \(x_j-x_i\). The fractions themselves appear only in the proof. In the proof `t` is the normalised fraction \((c-x_i)/(x_j-x_i)\) of phase `j`, and phase `i` receives \(1-t\). The formula for \(\sum_l w_lf_l\) with arbitrary `f` is then applied to the constant 1, to `x` and to `E`, giving the total, the mean and the energy.

```lean
/-- Lever rule for the energy: at any composition `c` from `x i` to `x j` there is a mixture whose
energy, multiplied by `x j - x i`, is the sum of `E i` and `E j` weighted by the opposite lever
arms. -/
theorem lever_rule (x E : ι → ℝ) {i j : ι} {c : ℝ} (hij : x i < x j)
    (h1 : x i ≤ c) (h2 : c ≤ x j) : ∃ w, IsMixture x c w ∧
      (x j - x i) * mixEnergy E w = (x j - c) * E i + (c - x i) * E j := by
  classical
  have hd : 0 < x j - x i := sub_pos.mpr hij
  obtain ⟨t, ht⟩ : ∃ t, t * (x j - x i) = c - x i :=
    ⟨(c - x i) / (x j - x i), div_mul_cancel₀ _ hd.ne'⟩
  have t0 : 0 ≤ t := by
    by_contra hn
    nlinarith [mul_neg_of_neg_of_pos (not_le.mp hn) hd]
  have t1 : t ≤ 1 := by
    by_contra hn
    nlinarith [mul_pos (sub_pos.mpr (not_le.mp hn)) hd]
  obtain ⟨w, hw0, hw⟩ : ∃ w : ι → ℝ, (∀ l, 0 ≤ w l) ∧
      ∀ f : ι → ℝ, ∑ l, w l * f l = (1 - t) * f i + t * f j := by
    refine ⟨fun l => (1 - t) * (if l = i then 1 else 0) + t * (if l = j then 1 else 0),
      fun l => ?_, fun f => ?_⟩
    · dsimp only
      split_ifs <;> linarith
    · simp [add_mul, Finset.sum_add_distrib]
  refine ⟨w, ⟨hw0, ?_, ?_⟩, ?_⟩
  · have h := hw (fun _ => 1)
    simp only [mul_one] at h
    linarith
  · rw [hw x]
    linear_combination ht
  · rw [mixEnergy, hw E]
    linear_combination (E j - E i) * ht
```

The next lemma is the touching criterion. The pure phase, with fraction 1 on `k` and 0 elsewhere, gives one inequality, and the supporting line gives the other.

```lean
/-- A phase that touches a straight line lying below all phases is on the hull. -/
theorem onHull_of_line {x E : ι → ℝ} {k : ι} (α μ : ℝ)
    (h : ∀ i, α + μ * x i ≤ E i) (hk : E k = α + μ * x k) : OnHull x E k := by
  classical
  -- the pure phase is itself a mixture
  have hp : IsMixture x (x k) (fun l => if l = k then 1 else 0) :=
    ⟨fun l => by split_ifs <;> norm_num, by simp, by simp⟩
  have he : mixEnergy E (fun l => if l = k then 1 else 0) = E k := by simp [mixEnergy]
  apply le_antisymm
  · exact (hullEnergy_le_mixEnergy hp).trans he.le
  · refine le_csInf ⟨_, _, hp, rfl⟩ ?_
    rintro _ ⟨w, hw, rfl⟩
    rw [hk]
    exact line_le_mixEnergy α μ hw h
```

## No phase below the tie line

The central lemma assumes the weaker condition `hmid`, that intermediate hull phases lie on the tie line. `Finite.exists_min` supplies the phase `k` with the smallest \(d_k\), and the proof follows the three cases above. In the two outer cases, `h3` writes \((x_b-x_a)d_k\) in terms of the lever-rule energy and the energy of the phase being undercut. The hull condition makes this quantity nonnegative, against the assumption \(d_k<0\). In the middle case `onHull_of_line` is applied to the parallel line through `k`.

```lean
/-- If every hull phase strictly between the hull phases `a` and `b` lies on their tie line,
then no phase of the system lies below that line. -/
theorem tieLine_le_phase {x E : ι → ℝ} {a b : ι} (ha : OnHull x E a) (hb : OnHull x E b)
    (hab : x a < x b)
    (hmid : ∀ k, OnHull x E k → x a < x k → x k < x b → E k = tieLine x E a b (x k)) (i : ι) :
    tieLine x E a b (x i) ≤ E i := by
  have hd : 0 < x b - x a := sub_pos.mpr hab
  have hs : tieSlope x E a b * (x b - x a) = E b - E a := div_mul_cancel₀ _ hd.ne'
  have : Nonempty ι := ⟨a⟩
  -- the phase lying lowest relative to the tie line
  obtain ⟨k, hk⟩ := Finite.exists_min (fun j => E j - tieLine x E a b (x j))
  suffices h0 : 0 ≤ E k - tieLine x E a b (x k) by
    have := hk i
    linarith
  by_contra hn
  have hneg := mul_neg_of_pos_of_neg hd (not_le.mp hn)
  simp only [tieLine] at hk hneg
  rcases le_or_gt (x k) (x a) with hka | hka
  · -- mixing `k` with `b` would undercut `a`
    obtain ⟨w, hw, he⟩ := lever_rule x E (hka.trans_lt hab) hka hab.le
    have h1 : E a ≤ mixEnergy E w := ha.symm.le.trans (hullEnergy_le_mixEnergy hw)
    have h2 := mul_le_mul_of_nonneg_left h1 (sub_nonneg.mpr (hka.trans hab.le))
    have h3 : (x b - x a) * (E k - (E a + tieSlope x E a b * (x k - x a))) =
        (x b - x a) * E k + (x a - x k) * E b - (x b - x k) * E a := by
      linear_combination (x a - x k) * hs
    linarith
  rcases le_or_gt (x b) (x k) with hkb | hkb
  · -- mixing `a` with `k` would undercut `b`
    obtain ⟨w, hw, he⟩ := lever_rule x E hka hab.le hkb
    have h1 : E b ≤ mixEnergy E w := hb.symm.le.trans (hullEnergy_le_mixEnergy hw)
    have h2 := mul_le_mul_of_nonneg_left h1 (sub_pos.mpr hka).le
    have h3 : (x b - x a) * (E k - (E a + tieSlope x E a b * (x k - x a))) =
        (x k - x b) * E a + (x b - x a) * E k - (x k - x a) * E b := by
      linear_combination (-(x k - x a)) * hs
    linarith
  · -- a parallel line supports `k`, so `k` is a hull phase between `a` and `b`
    have hon : OnHull x E k := onHull_of_line
      (E k - tieSlope x E a b * x k) (tieSlope x E a b)
      (fun j => by have := hk j; linarith) (by ring)
    have := hmid k hon hka hkb
    exact hn (by linarith)
```

## Equality with the chord

The sharp criterion is an equivalence, given that `a` and `b` are on the hull and \(x_a<x_b\). The forward direction evaluates the hull at \(x_k\). In the reverse direction the lever-rule mixture has energy \(L(c)\), which gives the upper bound, and `tieLine_le_phase` combined with `line_le_mixEnergy` gives the lower one.

```lean
/-- The hull energy equals the chord between two hull phases throughout their composition
interval exactly when every hull phase strictly between them lies on that chord. -/
theorem hullEnergy_eq_tieLine_iff {x E : ι → ℝ} {a b : ι} (ha : OnHull x E a)
    (hb : OnHull x E b) (hab : x a < x b) :
    (∀ c ∈ Set.Icc (x a) (x b), hullEnergy x E c = tieLine x E a b c) ↔
      ∀ k, OnHull x E k → x a < x k → x k < x b → E k = tieLine x E a b (x k) := by
  constructor
  · intro h k hk h1 h2
    exact hk.symm.trans (h (x k) ⟨h1.le, h2.le⟩)
  · intro hmid c hc
    have hd : 0 < x b - x a := sub_pos.mpr hab
    have hs : tieSlope x E a b * (x b - x a) = E b - E a := div_mul_cancel₀ _ hd.ne'
    obtain ⟨w, hw, he⟩ := lever_rule x E hab hc.1 hc.2
    have hwe : mixEnergy E w = tieLine x E a b c := by
      apply mul_left_cancel₀ hd.ne'
      simp only [tieLine]
      linear_combination he - (c - x a) * hs
    apply le_antisymm
    · exact (hullEnergy_le_mixEnergy hw).trans hwe.le
    · refine le_csInf ⟨_, w, hw, rfl⟩ ?_
      rintro _ ⟨v, hv, rfl⟩
      have h := line_le_mixEnergy (E := E) (E a - tieSlope x E a b * x a) (tieSlope x E a b) hv
        (fun i => by
          have := tieLine_le_phase ha hb hab hmid i
          simp only [tieLine] at this
          linarith)
      simp only [tieLine]
      linarith
```

The claim itself follows. The hypothesis `hadj` says that no hull phase lies strictly between `a` and `b`, so the condition on intermediate hull phases holds vacuously. Phases above the hull may have any composition, including intermediate ones. The conclusion displays the chord explicitly and includes both endpoints.

```lean
/-- Between two hull phases with no hull phase strictly between them in composition,
the hull energy is the chord joining their energies. -/
theorem hullEnergy_eq_tieLine {x E : ι → ℝ} {a b : ι} (ha : OnHull x E a)
    (hb : OnHull x E b) (hab : x a < x b)
    (hadj : ∀ k, OnHull x E k → ¬(x a < x k ∧ x k < x b)) {c : ℝ}
    (hc : c ∈ Set.Icc (x a) (x b)) :
    hullEnergy x E c = E a + (E b - E a) / (x b - x a) * (c - x a) :=
  (hullEnergy_eq_tieLine_iff ha hb hab).mpr
    (fun k hk h1 h2 => (hadj k hk ⟨h1, h2⟩).elim) c hc
```

## Phases present at the lowest energy

The last theorem takes a mixture `w` whose energy equals the hull energy and a phase `i` with \(w_i>0\). The sum `hsum` is \(\sum_j w_jd_j=0\). Since its terms are nonnegative, each of them vanishes, and \(w_i>0\) leaves \(E_i=L(x_i)\). The touching criterion then puts `i` on the hull, and `hadj` excludes an intermediate composition.

```lean
/-- Between adjacent hull phases, every phase present in a mixture of hull energy lies on the
tie line, and its composition is not strictly between those of the two hull phases. -/
theorem present_phase_on_tieLine {x E w : ι → ℝ} {a b : ι} (ha : OnHull x E a)
    (hb : OnHull x E b) (hab : x a < x b)
    (hadj : ∀ k, OnHull x E k → ¬(x a < x k ∧ x k < x b)) {c : ℝ}
    (hc : c ∈ Set.Icc (x a) (x b)) (hw : IsMixture x c w)
    (hmin : mixEnergy E w = hullEnergy x E c) {i : ι} (hi : 0 < w i) :
    E i = tieLine x E a b (x i) ∧ ¬(x a < x i ∧ x i < x b) := by
  have hline := tieLine_le_phase ha hb hab (fun k hk h1 h2 => (hadj k hk ⟨h1, h2⟩).elim)
  have hH : hullEnergy x E c = tieLine x E a b c := hullEnergy_eq_tieLine ha hb hab hadj hc
  -- the weighted energy differences from the tie line add up to zero
  have hsum : ∑ j, w j * (E j - tieLine x E a b (x j)) = 0 := by
    have h1 : ∑ j, w j * (E j - tieLine x E a b (x j)) = ∑ j, w j * E j -
        ((E a - tieSlope x E a b * x a) * ∑ j, w j + tieSlope x E a b * ∑ j, w j * x j) := by
      rw [Finset.mul_sum, Finset.mul_sum, ← Finset.sum_add_distrib, ← Finset.sum_sub_distrib]
      exact Finset.sum_congr rfl fun j _ => by simp only [tieLine]; ring
    rw [h1, hw.total, hw.mean]
    have h2 := hmin.trans hH
    simp only [mixEnergy, tieLine] at h2
    linarith
  have hz := (Finset.sum_eq_zero_iff_of_nonneg (fun j _ =>
    mul_nonneg (hw.nonneg j) (sub_nonneg.mpr (hline j)))).mp hsum i (Finset.mem_univ i)
  have hEi : E i = tieLine x E a b (x i) :=
    sub_eq_zero.mp ((mul_eq_zero.mp hz).resolve_left hi.ne')
  refine ⟨hEi, hadj i (onHull_of_line (E a - tieSlope x E a b * x a) (tieSlope x E a b)
    (fun j => ?_) ?_)⟩
  · have := hline j
    simp only [tieLine] at this
    linarith
  · rw [hEi]
    simp only [tieLine]
    ring

end

end BinaryHullTieLine
```

```lean
#print axioms BinaryHullTieLine.hullEnergy_eq_tieLine
#print axioms BinaryHullTieLine.present_phase_on_tieLine
```

```
'BinaryHullTieLine.hullEnergy_eq_tieLine' depends on axioms: [propext, Classical.choice, Quot.sound]
'BinaryHullTieLine.present_phase_on_tieLine' depends on axioms: [propext, Classical.choice, Quot.sound]
```
